# Uniform site density in nondegenerate eigenvectors of a translation-invariant ring

When exact diagonalisation of a small ring, with a Hamiltonian invariant under translation by one site, returns a nondegenerate ground state, a search for charge order can skip the plot of the site density and go to the pair correlations. The density of such a state is flat, whether or not the particles are arranged as a crystal.

The claim concerns a ring of $N$ sites and a finite-dimensional state space. Let $H$ be the Hamiltonian, $T$ a unitary matrix with $HT = TH$, and $\rho_x$ the density at site $x$, with
$$T^\dagger \rho_x T = \rho_{x+1},$$
where site labels are taken modulo $N$. If $\psi$ is a unit eigenvector of $H$ with a nondegenerate eigenvalue $E$, then $\langle\psi,\rho_x\psi\rangle$ is the same for all $x$.

## A phase that cancels

Since $H$ and $T$ commute,
$$H(T\psi) = T(H\psi) = E\,(T\psi).$$
The eigenvalue is nondegenerate, so $T\psi = c\,\psi$ for some complex number $c$. Unitarity fixes its modulus:
$$1 = \langle\psi,\psi\rangle = \langle\psi,T^\dagger T\psi\rangle = \langle T\psi,T\psi\rangle = |c|^2 .$$
For any observable $A$ it follows that
$$\langle\psi,T^\dagger A T\psi\rangle = \langle T\psi, A\,T\psi\rangle = |c|^2\langle\psi,A\psi\rangle = \langle\psi,A\psi\rangle .$$
With $A=\rho_x$ this reads $\langle\psi,\rho_{x+1}\psi\rangle = \langle\psi,\rho_x\psi\rangle$, and repeated steps reach every site of the ring. If moreover $\sum_x\rho_x\psi = M\psi$, so that the state has a definite particle number $M$, then summing the $N$ equal densities gives $\langle\psi,\rho_x\psi\rangle = M/N$.

For a pair of sites at separation $r$, inserting $TT^\dagger = 1$ gives
$$T^\dagger\rho_x\rho_{x+r}T = (T^\dagger\rho_xT)(T^\dagger\rho_{x+r}T) = \rho_{x+1}\rho_{x+1+r}.$$
The pair correlation is therefore independent of $x$, but it may still vary with $r$.

## Two crystals that tunnel into each other

A two-state model shows such a variation. On a ring of $2m$ sites, with $m\ge 1$, let basis state 0 be the crystal that fills the even sites and basis state 1 the crystal that fills the odd sites. Write $e_x = 1$ for even $x$ and $e_x = 0$ for odd $x$. Then
$$\rho_x=\begin{pmatrix} e_x&0\\0&1-e_x\end{pmatrix},\qquad H=\begin{pmatrix}0&-t\\-t&0\end{pmatrix},\qquad T=\begin{pmatrix}0&1\\1&0\end{pmatrix}.$$
The real parameter $t$ stands for the collective motion of all $m$ particles from one sublattice to the other. It is postulated here, not derived from a microscopic Hamiltonian. The particles are taken to be hard-core bosons, so that $T$ exchanges the two crystals without a sign from the reordering of fermions.

For $t\neq0$ the equation $H\varphi=-t\varphi$ forces $\varphi_1=\varphi_0$, so the eigenvalue $-t$ is nondegenerate, with unit eigenvector $\psi=(1,1)/\sqrt2$. Its density is $\tfrac12(e_x+1-e_x)=\tfrac12$ at every site. Its pair correlation is
$$\tfrac12\big[e_xe_{x+r}+(1-e_x)(1-e_{x+r})\big]=\tfrac12 e_r,$$
because both sites are filled in one of the crystals exactly when their parities agree. It alternates between $\tfrac12$ and $0$ as $r$ grows.

For $t=0$ the Hamiltonian vanishes and every state is an eigenvector. The single crystal $(1,0)$ has density 1 at site 0 and density 0 at site 1.

## States, observables and nondegeneracy in Lean

The type `n` labels a finite basis, and `N` is the number of sites.

```lean
import Mathlib

open Matrix

namespace CrystalOrderOnRing

noncomputable section

variable {n : Type*} [Fintype n] [DecidableEq n] {N : ℕ}
```

A state is a vector `n → ℂ` and an observable is a square complex matrix. The expectation value conjugates the left factor.

```lean
/-- The expectation value `⟨ψ, A ψ⟩` of an observable `A` in the state `ψ`. -/
def expectation (ψ : n → ℂ) (A : Matrix n n ℂ) : ℂ := star ψ ⬝ᵥ (A *ᵥ ψ)
```

Nondegeneracy is stated through the solutions of the eigenvalue equation: each of them is a multiple of `ψ`. The structure also holds the normalisation. `H` need not be Hermitian and `E` may be complex, since the derivation uses neither Hermiticity nor a real energy.

```lean
/-- `ψ` is a unit eigenvector of `H` with eigenvalue `E`, and every solution of
`H φ = E φ` is a multiple of `ψ`. -/
structure IsNondegenerate (H : Matrix n n ℂ) (E : ℂ) (ψ : n → ℂ) : Prop where
  unit : star ψ ⬝ᵥ ψ = 1
  eigen : H *ᵥ ψ = E • ψ
  unique : ∀ φ : n → ℂ, H *ᵥ φ = E • φ → ∃ c : ℂ, φ = c • ψ
```

## From the phase to a flat density

The first theorem obtains $c$ and its modulus. In the proof, `h1` is the statement that $T\psi$ solves the eigenvalue equation, `h.unique` supplies $c$, and `h2` is the preserved norm, which becomes `star c * c = 1` once $T\psi=c\psi$ is inserted.

```lean
/-- A unitary `T` that commutes with `H` multiplies a nondegenerate eigenvector of `H` by a phase.
-/
theorem translation_phase {H T : Matrix n n ℂ} {E : ℂ} {ψ : n → ℂ}
    (h : IsNondegenerate H E ψ) (hT : T ∈ unitaryGroup n ℂ) (hHT : H * T = T * H) :
    ∃ c : ℂ, star c * c = 1 ∧ T *ᵥ ψ = c • ψ := by
  have hU : Tᴴ * T = 1 := Matrix.mem_unitaryGroup_iff'.mp hT
  -- the translated state lies in the same eigenspace
  have h1 : H *ᵥ (T *ᵥ ψ) = E • (T *ᵥ ψ) := by
    rw [Matrix.mulVec_mulVec, hHT, ← Matrix.mulVec_mulVec, h.eigen, Matrix.mulVec_smul]
  obtain ⟨c, hc⟩ := h.unique _ h1
  -- unitarity preserves the norm, so the factor is a phase
  have h2 : star (T *ᵥ ψ) ⬝ᵥ (T *ᵥ ψ) = 1 := by
    rw [Matrix.star_mulVec, ← Matrix.dotProduct_mulVec, Matrix.mulVec_mulVec, hU,
      Matrix.one_mulVec, h.unit]
  rw [hc, star_smul, smul_dotProduct, dotProduct_smul, h.unit] at h2
  exact ⟨c, by simpa [smul_eq_mul] using h2, hc⟩
```

Next, `h1` moves $T$ from the observable to the state, and the last line cancels the phase.

```lean
/-- In a nondegenerate eigenvector of `H`, an observable and its translate by a unitary `T`
that commutes with `H` have the same expectation value. -/
theorem expectation_translate {H T : Matrix n n ℂ} {E : ℂ} {ψ : n → ℂ}
    (h : IsNondegenerate H E ψ) (hT : T ∈ unitaryGroup n ℂ) (hHT : H * T = T * H)
    (A : Matrix n n ℂ) : expectation ψ (Tᴴ * A * T) = expectation ψ A := by
  obtain ⟨c, hcc, hc⟩ := translation_phase h hT hHT
  -- move the translation from the observable to the state
  have h1 : expectation ψ (Tᴴ * A * T) = expectation (T *ᵥ ψ) A := by
    unfold expectation
    rw [Matrix.star_mulVec, ← Matrix.dotProduct_mulVec]
    simp only [Matrix.mulVec_mulVec, mul_assoc]
  rw [h1, hc]
  simp only [expectation, Matrix.mulVec_smul, star_smul, smul_dotProduct, dotProduct_smul,
    smul_eq_mul]
  rw [← mul_assoc, mul_comm c (star c), hcc, one_mul]
```

The sites are the elements of `ZMod N`, where addition wraps around the ring, and `NeZero N` requires at least one site. Induction on the number of steps from site 0 shows that a function unchanged by one step is constant.

```lean
/-- A quantity on a ring of `N` sites that is unchanged by a step to the next site is the
same at all sites. -/
theorem constant_on_ring [NeZero N] (f : ZMod N → ℂ) (hf : ∀ x, f (x + 1) = f x)
    (x y : ZMod N) : f x = f y := by
  have key : ∀ k : ℕ, f (k : ZMod N) = f 0 := by
    intro k
    induction k with
    | zero => rw [Nat.cast_zero]
    | succ k ih => rw [Nat.cast_succ, hf, ih]
  have hx := key x.val
  have hy := key y.val
  rw [ZMod.natCast_zmod_val] at hx hy
  rw [hx, hy]
```

The main theorem combines the two. Its hypothesis `hρ` fixes the direction of the translation: the density of $T\psi$ at $x$ is that of $\psi$ at $x+1$, so $T$ moves a state back by one site. Nothing else is asked of the matrices `ρ x`, which may describe charge, spin or any other local quantity.

```lean
/-- If a unitary `T` commutes with `H` and carries each site density to that of the next site,
then the density in a nondegenerate eigenvector of `H` is the same at all sites. -/
theorem density_uniform [NeZero N] {H T : Matrix n n ℂ} {E : ℂ} {ψ : n → ℂ}
    (h : IsNondegenerate H E ψ) (hT : T ∈ unitaryGroup n ℂ) (hHT : H * T = T * H)
    (ρ : ZMod N → Matrix n n ℂ) (hρ : ∀ x, Tᴴ * ρ x * T = ρ (x + 1)) (x y : ZMod N) :
    expectation ψ (ρ x) = expectation ψ (ρ y) := by
  refine constant_on_ring (fun z => expectation ψ (ρ z)) (fun z => ?_) x y
  rw [← hρ z, expectation_translate h hT hHT]
```

If the Hamiltonian of a finite ring is invariant under translation by one site, a modulated density from a mean-field calculation thus cannot be that of a nondegenerate eigenvector of the full Hamiltonian. The theorem concerns a finite basis and a fixed $N$, and makes no statement about the limit of large systems, the continuum electron gas or a Hamiltonian with a pinning potential.

The pair correlation is the plain product `ρ x * ρ (x + r)`, with no subtraction of the mean densities and with the self-term at `r = 0` included. The `calc` block reads the derivation by hand from right to left: it starts from the product of the two translated densities and removes the factor $TT^\dagger=1$ between them.

```lean
/-- Under the conditions of `density_uniform`, the pair correlation of two sites depends only on
their separation `r`. -/
theorem pair_correlation_translation_invariant [NeZero N] {H T : Matrix n n ℂ} {E : ℂ}
    {ψ : n → ℂ} (h : IsNondegenerate H E ψ) (hT : T ∈ unitaryGroup n ℂ)
    (hHT : H * T = T * H) (ρ : ZMod N → Matrix n n ℂ)
    (hρ : ∀ x, Tᴴ * ρ x * T = ρ (x + 1)) (r x y : ZMod N) :
    expectation ψ (ρ x * ρ (x + r)) = expectation ψ (ρ y * ρ (y + r)) := by
  have hU : T * Tᴴ = 1 := Matrix.mem_unitaryGroup_iff.mp hT
  refine constant_on_ring (fun z => expectation ψ (ρ z * ρ (z + r))) (fun z => ?_) x y
  -- the product of two densities is translated as a whole
  have h1 : ρ (z + 1) * ρ (z + 1 + r) = Tᴴ * (ρ z * ρ (z + r)) * T := by
    rw [show z + 1 + r = (z + r) + 1 by ring, ← hρ z, ← hρ (z + r)]
    calc Tᴴ * ρ z * T * (Tᴴ * ρ (z + r) * T)
        = Tᴴ * ρ z * (T * Tᴴ) * ρ (z + r) * T := by simp only [mul_assoc]
      _ = Tᴴ * (ρ z * ρ (z + r)) * T := by
        rw [hU, mul_one]
        simp only [mul_assoc]
  change expectation ψ (ρ (z + 1) * ρ (z + 1 + r)) = expectation ψ (ρ z * ρ (z + r))
  rw [h1, expectation_translate h hT hHT]
```

For the filling, `hM` says that $\psi$ is an eigenvector of the total density with eigenvalue `M`. The proof exchanges sum and expectation value, replaces each density by the one at `x`, and divides by `N`.

```lean
/-- If, under the conditions of `density_uniform`, the state is an eigenvector of the total density
`∑ x, ρ x` with eigenvalue `M`, then the density at every site is the filling `M / N`. -/
theorem density_eq_filling [NeZero N] {H T : Matrix n n ℂ} {E M : ℂ} {ψ : n → ℂ}
    (h : IsNondegenerate H E ψ) (hT : T ∈ unitaryGroup n ℂ) (hHT : H * T = T * H)
    (ρ : ZMod N → Matrix n n ℂ) (hρ : ∀ x, Tᴴ * ρ x * T = ρ (x + 1))
    (hM : (∑ x, ρ x) *ᵥ ψ = M • ψ) (x : ZMod N) : expectation ψ (ρ x) = M / N := by
  have h1 : ∑ y, expectation ψ (ρ y) = expectation ψ (∑ y, ρ y) := by
    simp only [expectation, Matrix.sum_mulVec, dotProduct_sum]
  rw [expectation, hM, dotProduct_smul, h.unit, smul_eq_mul, mul_one,
    Finset.sum_congr rfl (fun y _ => density_uniform h hT hHT ρ hρ y x),
    Finset.sum_const, Finset.card_univ, ZMod.card, nsmul_eq_mul] at h1
  rw [eq_div_iff (Nat.cast_ne_zero.mpr (NeZero.ne N)), mul_comm]
  exact h1
```

## The two-crystal model in Lean

The parity of a site is its image in `ZMod 2`, which is well defined because the ring has an even number of sites. The model has `m ≥ 1`. The Lean statements also admit `m = 0`, where `ZMod 0` is the integers and `density_uniform` does not apply. The function `evenSite` is $e_x$.

```lean
/-- The occupation of site `x` in the crystal that fills the even sites of a ring of
`2 m` sites. -/
def evenSite (m : ℕ) (x : ZMod (2 * m)) : ℂ :=
  if ZMod.castHom (dvd_mul_right 2 m) (ZMod 2) x = 0 then 1 else 0
```

The density, the Hamiltonian and the translation are the three matrices given above, and `catState` is the vector $(1,1)/\sqrt2$.

```lean
/-- The density at site `x` in the basis of two crystals, one on the even sites and one on
the odd sites. -/
def crystalDensity (m : ℕ) (x : ZMod (2 * m)) : Matrix (Fin 2) (Fin 2) ℂ :=
  !![evenSite m x, 0; 0, 1 - evenSite m x]

/-- The Hamiltonian by which the two crystals tunnel into each other with amplitude `-t`. -/
def tunnelling (t : ℝ) : Matrix (Fin 2) (Fin 2) ℂ := !![0, -(t : ℂ); -(t : ℂ), 0]

/-- The translation by one site, which exchanges the two crystals. -/
def shift : Matrix (Fin 2) (Fin 2) ℂ := !![0, 1; 1, 0]

/-- The normalised even superposition of the two crystals. -/
def catState : Fin 2 → ℂ := fun _ => (((√2)⁻¹ : ℝ) : ℂ)
```

In this state each of the four matrix entries enters with weight $\tfrac12$.

```lean
/-- An expectation value in the even superposition is half the sum of the matrix entries. -/
theorem expectation_catState (p q r s : ℂ) :
    expectation catState !![p, q; r, s] = (p + q + r + s) / 2 := by
  have gen : ∀ a : ℂ, expectation (fun _ => a) !![p, q; r, s]
      = star a * a * (p + q + r + s) := by
    intro a
    simp [expectation, Matrix.mulVec, dotProduct, Fin.sum_univ_two]
    ring
  have ha : star (((√2)⁻¹ : ℝ) : ℂ) * (((√2)⁻¹ : ℝ) : ℂ) = 1 / 2 := by
    rw [Complex.star_def, Complex.conj_ofReal, ← Complex.ofReal_mul, ← mul_inv,
      Real.mul_self_sqrt (by norm_num)]
    norm_num
  unfold catState
  rw [gen, ha]
  ring
```

The next theorem verifies that the model satisfies the hypotheses of `density_uniform`, and that its Hamiltonian is Hermitian. The matrix identities are checked entry by entry. The step `step` says that neighbouring sites have opposite parity, which makes `shift` carry $\rho_x$ to $\rho_{x+1}$. For nondegeneracy, dividing the eigenvalue equation by $-t$ gives `e1`, the equality of the two amplitudes, and the required multiple is $\varphi_0\sqrt2$. This is where `ht` is used.

```lean
/-- For `t ≠ 0` and `m ≥ 1` the two tunnelling crystals, with a Hermitian Hamiltonian, meet all
conditions of the uniform-density theorem in their even superposition. -/
theorem density_uniform_witness (m : ℕ) {t : ℝ} (ht : t ≠ 0) :
    (tunnelling t).IsHermitian ∧ shift ∈ unitaryGroup (Fin 2) ℂ ∧
    tunnelling t * shift = shift * tunnelling t ∧
    (∀ x, shiftᴴ * crystalDensity m x * shift = crystalDensity m (x + 1)) ∧
    IsNondegenerate (tunnelling t) (-(t : ℂ)) catState := by
  refine ⟨?_, ?_, ?_, fun x => ?_, ?_, ?_, fun φ hφ => ?_⟩
  · ext i j
    fin_cases i <;> fin_cases j <;> simp [tunnelling]
  · rw [Matrix.mem_unitaryGroup_iff]
    ext i j
    fin_cases i <;> fin_cases j <;>
      simp [shift, Matrix.mul_apply, Fin.sum_univ_two, Matrix.star_eq_conjTranspose]
  · ext i j
    fin_cases i <;> fin_cases j <;>
      simp [shift, tunnelling, Matrix.mul_apply, Fin.sum_univ_two]
  · -- a step to the next site exchanges even and odd
    have step : evenSite m (x + 1) = 1 - evenSite m x := by
      unfold evenSite
      rw [map_add, map_one]
      generalize ZMod.castHom (dvd_mul_right 2 m) (ZMod 2) x = c
      have hc : c + 1 = 0 ↔ ¬ c = 0 := by
        revert c
        decide
      by_cases h : c = 0 <;> simp [hc, h]
    ext i j
    fin_cases i <;> fin_cases j <;>
      simp [crystalDensity, shift, step, Matrix.mul_apply, Fin.sum_univ_two]
  · have h := expectation_catState 1 0 0 1
    rw [← Matrix.one_fin_two, expectation, Matrix.one_mulVec] at h
    rw [h]
    norm_num
  · ext i
    fin_cases i <;> simp [tunnelling, catState, Matrix.mulVec, dotProduct, Fin.sum_univ_two]
  · -- the eigenvalue equation forces equal amplitudes
    have e : -(t : ℂ) * φ 1 = -(t : ℂ) * φ 0 := by
      simpa [tunnelling, Matrix.mulVec, dotProduct, Fin.sum_univ_two] using congrFun hφ 0
    have e1 : φ 1 = φ 0 :=
      mul_left_cancel₀ (neg_ne_zero.mpr (Complex.ofReal_ne_zero.mpr ht)) e
    have hi : ∀ i, φ i = φ 0 := by
      intro i
      fin_cases i
      · rfl
      · exact e1
    have hs : ((√2 : ℝ) : ℂ) * (((√2)⁻¹ : ℝ) : ℂ) = 1 := by
      rw [← Complex.ofReal_mul, mul_inv_cancel₀ (by positivity), Complex.ofReal_one]
    refine ⟨φ 0 * ((√2 : ℝ) : ℂ), funext fun i => ?_⟩
    rw [hi i]
    change φ 0 = φ 0 * ((√2 : ℝ) : ℂ) * (((√2)⁻¹ : ℝ) : ℂ)
    rw [mul_assoc, hs, mul_one]
```

The flat density and the alternating pair correlation follow from the weight rule. The identity `h` is the parity statement of the derivation by hand, proved by going through the cases in `ZMod 2`.

```lean
/-- In the even superposition the density is `1/2` at every site, while the pair correlation
is `1/2` at even separation and `0` at odd separation. -/
theorem order_in_pair_correlation (m : ℕ) (x r : ZMod (2 * m)) :
    expectation catState (crystalDensity m x) = 1 / 2 ∧
    expectation catState (crystalDensity m x * crystalDensity m (x + r))
      = evenSite m r / 2 := by
  constructor
  · rw [crystalDensity, expectation_catState]
    ring
  · -- two sites are both filled in one of the crystals exactly when their parities agree
    have h : evenSite m x * evenSite m (x + r)
        + (1 - evenSite m x) * (1 - evenSite m (x + r)) = evenSite m r := by
      unfold evenSite
      rw [map_add]
      generalize ZMod.castHom (dvd_mul_right 2 m) (ZMod 2) x = c
      generalize ZMod.castHom (dvd_mul_right 2 m) (ZMod 2) r = d
      have hcd : c + d = 0 ↔ (c = 0 ↔ d = 0) := by
        revert c d
        decide
      by_cases hc : c = 0 <;> by_cases hd : d = 0 <;> simp [hcd, hc, hd]
    simp only [crystalDensity, Matrix.mul_fin_two, expectation_catState]
    linear_combination h / 2
```

The last theorem treats the crystal $(1,0)$ at $t=0$, with eigenvalue 0. It shows that being a unit eigenvector is not enough for a uniform density.

```lean
/-- Without tunnelling, the crystal on the even sites is a unit eigenvector of the Hamiltonian
with density `1` at site `0` and density `0` at site `1`. -/
theorem pinned_crystal_of_degeneracy (m : ℕ) :
    star ![(1 : ℂ), 0] ⬝ᵥ ![(1 : ℂ), 0] = 1 ∧
    tunnelling 0 *ᵥ ![(1 : ℂ), 0] = (0 : ℂ) • ![(1 : ℂ), 0] ∧
    expectation ![(1 : ℂ), 0] (crystalDensity m 0) = 1 ∧
    expectation ![(1 : ℂ), 0] (crystalDensity m 1) = 0 := by
  have h0 : evenSite m 0 = 1 := by
    unfold evenSite
    rw [map_zero, if_pos rfl]
  have h1 : evenSite m 1 = 0 := by
    unfold evenSite
    rw [map_one, if_neg (by decide)]
  refine ⟨?_, ?_, ?_, ?_⟩
  · simp [dotProduct, Fin.sum_univ_two]
  · ext i
    fin_cases i <;> simp [tunnelling, Matrix.mulVec, dotProduct, Fin.sum_univ_two]
  · simp [expectation, crystalDensity, h0, Matrix.mulVec, dotProduct, Fin.sum_univ_two]
  · simp [expectation, crystalDensity, h1, Matrix.mulVec, dotProduct, Fin.sum_univ_two]

end

end CrystalOrderOnRing
```

```lean
#print axioms CrystalOrderOnRing.density_uniform
-- 'CrystalOrderOnRing.density_uniform' depends on axioms: [propext, Classical.choice, Quot.sound]
#print axioms CrystalOrderOnRing.density_eq_filling
-- 'CrystalOrderOnRing.density_eq_filling' depends on axioms: [propext, Classical.choice, Quot.sound]
#print axioms CrystalOrderOnRing.order_in_pair_correlation
-- 'CrystalOrderOnRing.order_in_pair_correlation' depends on axioms: [propext, Classical.choice, Quot.sound]
#print axioms CrystalOrderOnRing.pinned_crystal_of_degeneracy
-- 'CrystalOrderOnRing.pinned_crystal_of_degeneracy' depends on axioms: [propext, Classical.choice, Quot.sound]
```
